# With a constant trial function, the Trotterised oscillator's mid-path mean square tends to 1/(2√(1 + τ²/4))

With ħ = 1 and an imaginary-time step τ > 0, let a = √(1 + τ²/4) and g = 1 + τa + τ²/2; projecting a constant trial function with n symmetric Trotter links of the oscillator p²/2 + x²/2 gives a multiple of exp(-a_n x²/2), with |a_n - a| ≤ a/gⁿ. With n links on either side of the middle of the path, the mean square position there tends to 1/(2a) as n → ∞; this limit lies strictly between 1/2 - τ²/16 and 1/2.

```lean
import Mathlib

open MeasureTheory Filter Topology

namespace OscillatorPathProjection

noncomputable section

/-- Unnormalised symmetric Trotter link of the oscillator `p²/2 + x²/2` between positions `x` and
`y`, for a time step `τ > 0`. -/
def link (τ x y : ℝ) : ℝ :=
  Real.exp (-τ * x ^ 2 / 4) * Real.exp (-(x - y) ^ 2 / (2 * τ)) * Real.exp (-τ * y ^ 2 / 4)

/-- The constant trial function after projection by `n` links. -/
def halfPath (τ : ℝ) : ℕ → ℝ → ℝ
  | 0 => fun _ => 1
  | n + 1 => fun x => ∫ y, link τ x y * halfPath τ n y

/-- Mean square position at the middle of a path with `n` links on either side, for `n ≥ 1`. -/
def midSq (τ : ℝ) (n : ℕ) : ℝ :=
  (∫ x, x ^ 2 * halfPath τ n x ^ 2) / ∫ x, halfPath τ n x ^ 2

/-- Update of the exponent `a` in `exp (-a x²/2)` by one link, for `τ > 0` and `1 + τ (a + τ/2) >
0`. -/
def step (τ a : ℝ) : ℝ := τ / 2 + (a + τ / 2) / (1 + τ * (a + τ / 2))

/-- The Gaussian exponent after `n` links, starting from the constant trial function. -/
def width (τ : ℝ) : ℕ → ℝ
  | 0 => 0
  | n + 1 => step τ (width τ n)

/-- The exponent `a = √(1 + τ²/4)`. -/
def plateau (τ : ℝ) : ℝ := √(1 + τ ^ 2 / 4)

/-- The factor `1 + τ a + τ²/2`, with `a = √(1 + τ²/4)`. -/
def growth (τ : ℝ) : ℝ := 1 + τ * plateau τ + τ ^ 2 / 2

lemma plateau_pos (τ : ℝ) : 0 < plateau τ := Real.sqrt_pos.2 (by positivity)

lemma plateau_sq (τ : ℝ) : plateau τ ^ 2 = 1 + τ ^ 2 / 4 := Real.sq_sqrt (by positivity)

lemma step_pos {τ a : ℝ} (hτ : 0 < τ) (ha : 0 ≤ a) : 0 < step τ a := by
  unfold step
  positivity

lemma width_nonneg {τ : ℝ} (hτ : 0 < τ) (n : ℕ) : 0 ≤ width τ n := by
  induction n with
  | zero => exact le_refl _
  | succ n ih => exact (step_pos hτ ih).le

/-- One link maps a Gaussian of exponent `a` to a multiple of the Gaussian with the
updated exponent. -/
theorem link_gaussian {τ a : ℝ} (hτ : 0 < τ) (ha : 0 ≤ a) (x : ℝ) :
    ∫ y, link τ x y * Real.exp (-a * y ^ 2 / 2) =
      √(Real.pi * (2 * τ) / (1 + τ * (a + τ / 2))) * Real.exp (-step τ a * x ^ 2 / 2) := by
  have hD : 0 < 1 + τ * (a + τ / 2) := by positivity
  obtain ⟨b, rfl⟩ : ∃ b, a = b - τ / 2 := ⟨a + τ / 2, by ring⟩
  simp only [step, sub_add_cancel] at hD ⊢
  have hD' := hD.ne'
  -- complete the square in the integration variable
  have key : (fun y => link τ x y * Real.exp (-(b - τ / 2) * y ^ 2 / 2)) = fun y =>
      Real.exp (-(τ / 2 + b / (1 + τ * b)) * x ^ 2 / 2) *
        Real.exp (-((1 + τ * b) / (2 * τ)) * (y - x / (1 + τ * b)) ^ 2) := by
    funext y
    simp only [link, ← Real.exp_add]
    congr 1
    field_simp
    ring
  rw [key, integral_const_mul,
    integral_sub_right_eq_self (fun y => Real.exp (-((1 + τ * b) / (2 * τ)) * y ^ 2)),
    integral_gaussian, div_div_eq_mul_div, mul_comm]

/-- After `n` links the projected trial function is a positive multiple of the Gaussian
with exponent `width τ n`. -/
theorem halfPath_gaussian {τ : ℝ} (hτ : 0 < τ) (n : ℕ) :
    ∃ c : ℝ, 0 < c ∧ ∀ x, halfPath τ n x = c * Real.exp (-width τ n * x ^ 2 / 2) := by
  induction n with
  | zero => exact ⟨1, one_pos, fun x => by simp [halfPath, width]⟩
  | succ n ih =>
    obtain ⟨c, hc, h⟩ := ih
    have ha := width_nonneg hτ n
    refine ⟨c * √(Real.pi * (2 * τ) / (1 + τ * (width τ n + τ / 2))), by positivity,
      fun x => ?_⟩
    have hf : (fun y => link τ x y * halfPath τ n y) =
        fun y => c * (link τ x y * Real.exp (-width τ n * y ^ 2 / 2)) := by
      funext y
      rw [h y]
      ring
    change (∫ y, link τ x y * halfPath τ n y) = _ * Real.exp (-step τ (width τ n) * x ^ 2 / 2)
    rw [hf, integral_const_mul, link_gaussian hτ ha, mul_assoc]

/-- The second moment of the Gaussian weight `exp (-b x²)` is `1/(2b)` times its norm. -/
theorem gaussian_second_moment {b : ℝ} (hb : 0 < b) :
    ∫ x : ℝ, x ^ 2 * Real.exp (-b * x ^ 2) = (∫ x : ℝ, Real.exp (-b * x ^ 2)) / (2 * b) := by
  have h0 := integrable_exp_neg_mul_sq hb
  have h2 : Integrable fun x : ℝ => x ^ 2 * Real.exp (-b * x ^ 2) := by
    have h := integrable_rpow_mul_exp_neg_mul_sq hb (s := 2) (by norm_num)
    simpa only [Real.rpow_two] using h
  have hd : ∀ x : ℝ, HasDerivAt (fun x : ℝ => x * Real.exp (-b * x ^ 2))
      (Real.exp (-b * x ^ 2) - 2 * b * (x ^ 2 * Real.exp (-b * x ^ 2))) x := by
    intro x
    have hs : HasDerivAt (fun y : ℝ => y ^ 2) (2 * x) x := by simpa using hasDerivAt_pow 2 x
    exact ((hasDerivAt_id' x).fun_mul (hs.const_mul (-b)).exp).congr_deriv (by ring)
  -- the integral of a total derivative vanishes
  have hz := integral_eq_zero_of_hasDerivAt_of_integrable hd
    (h0.sub (h2.const_mul (2 * b))) (integrable_mul_exp_neg_mul_sq hb)
  rw [integral_sub h0 (h2.const_mul (2 * b)), integral_const_mul] at hz
  rw [eq_div_iff (by positivity)]
  linear_combination -hz

/-- With at least one link on either side, the mid-path mean square is `1/(2 a_n)`. -/
theorem midSq_eq {τ : ℝ} (hτ : 0 < τ) (n : ℕ) :
    midSq τ (n + 1) = 1 / (2 * width τ (n + 1)) := by
  have ha : 0 < width τ (n + 1) := step_pos hτ (width_nonneg hτ n)
  obtain ⟨c, hc, h⟩ := halfPath_gaussian hτ (n + 1)
  have hsq : ∀ x, halfPath τ (n + 1) x ^ 2 =
      c ^ 2 * Real.exp (-width τ (n + 1) * x ^ 2) := by
    intro x
    rw [h, mul_pow, ← Real.exp_nat_mul]
    congr 2
    push_cast
    ring
  have hnum : (fun x => x ^ 2 * halfPath τ (n + 1) x ^ 2) =
      fun x => c ^ 2 * (x ^ 2 * Real.exp (-width τ (n + 1) * x ^ 2)) := by
    funext x
    rw [hsq]
    ring
  have hG : 0 < ∫ x : ℝ, Real.exp (-width τ (n + 1) * x ^ 2) := by
    rw [integral_gaussian]
    positivity
  unfold midSq
  rw [hnum, funext hsq, integral_const_mul, integral_const_mul, gaussian_second_moment ha]
  generalize (∫ x : ℝ, Real.exp (-width τ (n + 1) * x ^ 2)) = G at hG ⊢
  field_simp

/-- Exact convergence law of the exponent: `(a - a_n) (1 + τ a + τ²/2)^(2n) = a + a_n`. -/
theorem width_exact {τ : ℝ} (hτ : 0 < τ) (n : ℕ) :
    (plateau τ - width τ n) * growth τ ^ (2 * n) = plateau τ + width τ n := by
  induction n with
  | zero => simp [width]
  | succ n ih =>
    change (plateau τ - step τ (width τ n)) * _ = plateau τ + step τ (width τ n)
    have hx := width_nonneg hτ n
    generalize width τ n = x at ih hx ⊢
    have hD : 1 + τ * (x + τ / 2) ≠ 0 := by positivity
    have hq : step τ x * (1 + τ * (x + τ / 2)) =
        τ / 2 * (1 + τ * (x + τ / 2)) + (x + τ / 2) := by
      rw [step, add_mul, div_mul_cancel₀ _ hD]
    -- distances of the updated exponent from the two fixed points `a` and `-a`
    have h1 : (plateau τ - step τ x) * growth τ * (1 + τ * (x + τ / 2)) = plateau τ - x := by
      unfold growth
      linear_combination (-(1 + τ * plateau τ + τ ^ 2 / 2)) * hq +
        τ * (1 + τ * (x + τ / 2)) * plateau_sq τ
    have h2 : (plateau τ + step τ x) * (1 + τ * (x + τ / 2)) = (plateau τ + x) * growth τ := by
      unfold growth
      linear_combination hq - τ * plateau_sq τ
    apply mul_right_cancel₀ hD
    linear_combination growth τ ^ (2 * n) * growth τ * h1 + growth τ * ih - h2

/-- The exponent approaches `a` at least as fast as `a (1 + τ a + τ²/2)^(-n)`. -/
theorem width_bound {τ : ℝ} (hτ : 0 < τ) (n : ℕ) :
    |width τ n - plateau τ| ≤ plateau τ / growth τ ^ n := by
  have ha := plateau_pos τ
  have hR : 0 < growth τ ^ n := by
    unfold growth
    positivity
  have h := width_exact hτ n
  rw [pow_mul'] at h
  generalize growth τ ^ n = R at h hR ⊢
  have hd : plateau τ - width τ n = 2 * plateau τ / (R ^ 2 + 1) := by
    rw [eq_div_iff (by positivity)]
    linear_combination h
  rw [abs_sub_comm, hd, abs_of_pos (by positivity), div_le_div_iff₀ (by positivity) hR]
  nlinarith [mul_nonneg ha.le (sq_nonneg (R - 1))]

/-- The limiting value `1/(2a)` lies strictly between `1/2 - τ²/16` and `1/2`. -/
theorem limit_range {τ : ℝ} (hτ : 0 < τ) :
    1 / (2 * plateau τ) ∈ Set.Ioo (1 / 2 - τ ^ 2 / 16) (1 / 2) := by
  have ha := plateau_pos τ
  have hs := plateau_sq τ
  have h1 : 1 < plateau τ := by nlinarith [pow_pos hτ 2]
  have ht : τ ^ 2 = 4 * (plateau τ ^ 2 - 1) := by linarith
  constructor
  · rw [lt_div_iff₀ (by positivity), ht]
    nlinarith [mul_pos (pow_pos (sub_pos.2 h1) 2) (add_pos ha two_pos)]
  · rw [div_lt_div_iff₀ (by positivity) two_pos]
    linarith

/-- For the oscillator path with constant trial function, the exponent obeys the geometric
bound, and the mid-path mean square tends to `1/(2a)`, which lies within `τ²/16` below `1/2`. -/
theorem midpoint_convergence {τ : ℝ} (hτ : 0 < τ) :
    (∀ n, |width τ n - plateau τ| ≤ plateau τ / growth τ ^ n) ∧
    Tendsto (midSq τ) atTop (𝓝 (1 / (2 * plateau τ))) ∧
    1 / (2 * plateau τ) ∈ Set.Ioo (1 / 2 - τ ^ 2 / 16) (1 / 2) := by
  refine ⟨width_bound hτ, ?_, limit_range hτ⟩
  have ha := plateau_pos τ
  have hg : 1 < growth τ := by
    unfold growth
    nlinarith [mul_pos hτ ha, pow_pos hτ 2]
  have h0 : Tendsto (fun n : ℕ => plateau τ / growth τ ^ n) atTop (𝓝 0) :=
    tendsto_const_nhds.div_atTop (tendsto_pow_atTop_atTop_of_one_lt hg)
  have hw : Tendsto (width τ) atTop (𝓝 (plateau τ)) :=
    tendsto_iff_norm_sub_tendsto_zero.2
      (squeeze_zero (fun _ => norm_nonneg _) (fun n => width_bound hτ n) h0)
  -- drop the path without links and pass to the limit in `1/(2 a_n)`
  apply (tendsto_add_atTop_iff_nat 1).1
  simp only [midSq_eq hτ]
  exact tendsto_const_nhds.div (((tendsto_add_atTop_iff_nat 1).2 hw).const_mul 2)
    (by positivity)

end

end OscillatorPathProjection
```

```lean
#print axioms OscillatorPathProjection.midpoint_convergence
-- 'OscillatorPathProjection.midpoint_convergence' depends on axioms: [propext, Classical.choice, Quot.sound]
```

## The path and its middle bead

The units are ħ = m = ω = 1. A symmetric Trotter link approximates exp(-τH), the propagator over an imaginary time τ, for H = p²/2 + x²/2. It applies the potential factor for half a step, then the kinetic propagator for a full step, then the potential factor for the other half. With the potential x²/2 its kernel is, up to a constant factor,

K(x, y) = exp(-τx²/4) exp(-(x - y)²/(2τ)) exp(-τy²/4).

This is `link`. The missing factor 1/√(2πτ) cancels in every normalised average. The kernel is taken as a definition and is not derived from operator exponentials.

The function φ_n, `halfPath τ n`, starts from φ_0 = 1 and is integrated against one more link at each step. In a path with n links on either side of a middle bead at x, each side contributes φ_n(x) once its other beads are integrated out. The mean square at the middle is therefore

⟨x²⟩_n = ∫ x² φ_n(x)² dx / ∫ φ_n(x)² dx,

which is `midSq τ n`. The exponent a_n is `width τ n`, a is `plateau τ` and g is `growth τ`.

The theorem `midpoint_convergence` assumes only τ > 0. It states the bound for every n, the limit of `midSq τ`, and the open interval that contains this limit. `halfPath_gaussian` and `midSq_eq` connect the recursion to the integrals.

In path-based ground-state Monte Carlo, a finite projection length and a finite time step can both bias averages; here both effects are explicit for a single harmonic degree of freedom with exact integrals, so sampling noise and anharmonic potentials play no part.

## One link keeps a Gaussian Gaussian

Apply a link to exp(-uy²/2) with u ≥ 0, and write b = u + τ/2 and D = 1 + τb. Completing the square in y gives

-(x - y)²/(2τ) - by²/2 = -(D/(2τ)) (y - x/D)² - (b/D) x²/2.

The integral over y is √(2πτ/D), whatever x is. Together with the remaining factor exp(-τx²/4), the result is a Gaussian in x with exponent

u′ = τ/2 + b/D.

This is `step τ u`, where the code writes `a` for the running exponent u, and the calculation is `link_gaussian`: its `key` step completes the square, after which the proof shifts the integration variable and uses the Gaussian integral. Starting from a_0 = 0, induction in `halfPath_gaussian` gives φ_n(x) = c exp(-a_n x²/2) with some c > 0.

Squaring gives a weight proportional to exp(-a_n x²). For any β > 0,

d/dx [x exp(-βx²)] = exp(-βx²) - 2βx² exp(-βx²).

The left side integrates to zero over the line, so the second moment is 1/(2β) times the norm. `gaussian_second_moment` proves this after checking that the functions involved are integrable. With β = a_n, `midSq_eq` obtains ⟨x²⟩_n = 1/(2a_n) for n ≥ 1.

## The exact approach to a

Since τ + τ³/4 = τa², multiplying the update by D gives

u′D = u(1 + τ²/2) + τa².

Also aD = a(1 + τ²/2) + τau. Adding and subtracting these equations yields

(a + u′)D = (a + u)g,

(a - u′)D = (a - u)(1 + τ²/2 - τa).

The last factor is 1/g, because

g(1 + τ²/2 - τa) = (1 + τ²/2)² - τ²a² = 1.

Hence each link multiplies (a - u)/(a + u) by g⁻². This ratio is 1 at a_0 = 0, so

(a - a_n) g²ⁿ = a + a_n.

This is `width_exact`. Its steps `h2` and `h1` are the sum and difference relations, the latter multiplied by g; `linear_combination` combines them with the induction hypothesis, and the common factor D is cancelled.

Solving for the distance gives

a - a_n = 2a/(g²ⁿ + 1).

Because (gⁿ - 1)² ≥ 0, we have 2gⁿ ≤ g²ⁿ + 1, so the distance is at most a/gⁿ. This is `width_bound`, where R stands for gⁿ. The exact law shows that the distance falls off asymptotically as g⁻²ⁿ, faster than the stated bound.

Since g > 1, the bound tends to zero and a_n tends to a. The final theorem obtains this by squeezing, then passes to the limit in 1/(2a_n), starting at n = 1.

## The time-step error

For τ > 0 we have a > 1, hence 1/(2a) < 1/2. For the lower end, substitute τ² = 4(a² - 1):

1/2 - τ²/16 = (3 - a²)/4.

This is smaller than 1/(2a) exactly when a³ - 3a + 2 > 0. The cubic factors as

a³ - 3a + 2 = (a - 1)²(a + 2),

which is positive. `limit_range` gives this product to `nlinarith`.

The exact ground state of the oscillator has ⟨x²⟩ = 1/2. The infinitely long path thus underestimates it by less than τ²/16, and this error vanishes as τ → 0.

## The shortest paths

With no links, φ_0 = 1 cannot be normalised and there is no mean square; Lean's value for `midSq τ 0` has no physical meaning and does not affect the limit.

With one link on either side,

a_1 = τ/2 + (τ/2)/(1 + τ²/2).

At τ = 1 this is 5/6, so the mean square is 3/5. A second link on either side gives a_2 = 15/14 and 7/15 ≈ 0.467, already close to the limit 1/√5 ≈ 0.447. For every n ≥ 1 the mean square lies above the limit 1/(2a), because the constant trial function is too broad, whereas the time-step error puts that limit itself below the exact value 1/2. At τ = 1 the two errors together leave 3/5 above 1/2 and 7/15 below it.
